# The Petersen graph's spectrum from three local rules

Let \(G\) be a finite, nonempty simple graph in which every vertex has three neighbours, adjacent vertices have no common neighbour, and distinct nonadjacent vertices have exactly one. Then \(G\) has ten vertices, and its adjacency matrix \(A\) has characteristic polynomial

\[
\det(X-A)=(X-3)(X-1)^5(X+2)^4 .
\]

Physically, the question is which energies an electron can have when it hops between the sites of such a network, and how degenerate they are. For non-interacting electrons in orthonormal orbitals, one per site, with the same energy on every site, the same real hopping on every bond and no other hopping, the answer follows from the local rules without numerical diagonalisation.

## Sites, bonds and the Hamiltonian

The sites form a finite type `V`, the bonds are the edges of a `SimpleGraph V`, and matrices have real entries indexed by sites.

```lean
import Mathlib

open Matrix Polynomial

namespace PetersenSpectrum

noncomputable section

variable {V : Type*} [Fintype V] [DecidableEq V]
```

The three rules are the only assumptions about the bonds. Neither the number of sites nor a drawing of the graph is given. In the last rule, `∃!` means "exactly one".

```lean
/-- The local rules: every site has three neighbours, adjacent sites have no common neighbour,
and distinct nonadjacent sites have exactly one. -/
structure LocalRules (G : SimpleGraph V) [DecidableRel G.Adj] : Prop where
  regular : ∀ v, G.degree v = 3
  adjacent : ∀ v w, G.Adj v w → ∀ u, ¬ (G.Adj v u ∧ G.Adj w u)
  nonadjacent : ∀ v w, v ≠ w → ¬ G.Adj v w → ∃! u, G.Adj v u ∧ G.Adj w u
```

Write \(J\) for the matrix whose entries are all 1.

```lean
/-- The matrix with all entries equal to one. -/
def allOnes (V : Type*) : Matrix V V ℝ := Matrix.of fun _ _ => 1
```

With site energy \(\alpha\) and hopping \(\beta\), the Hückel Hamiltonian is \(H=\alpha 1+\beta A\). Both parameters are arbitrary real numbers; the tight-binding convention \(-t\) corresponds to \(\beta=-t\). The orbitals are taken as orthonormal. That a real molecule or device is described by this \(H\), with one site energy and one hopping throughout, is a physical assumption that the graph rules do not supply.

```lean
/-- The Hückel Hamiltonian with site energy `α` and hopping `β` on the bonds of `G`. -/
def huckel (G : SimpleGraph V) [DecidableRel G.Adj] (α β : ℝ) : Matrix V V ℝ :=
  α • (1 : Matrix V V ℝ) + β • G.adjMatrix ℝ
```

## Counting two-step walks

Three neighbours per site means that each row of \(A\) sums to three: \(\sum_u A_{vu}=3\).

```lean
variable {G : SimpleGraph V} [DecidableRel G.Adj]

omit [DecidableEq V] in
/-- Under the local rules each row of the adjacency matrix sums to three. -/
theorem row_sum (hG : LocalRules G) (v : V) : ∑ u, G.adjMatrix ℝ v u = 3 := by
  simp only [SimpleGraph.adjMatrix_apply]
  rw [Finset.sum_boole, ← SimpleGraph.neighborFinset_eq_filter,
    SimpleGraph.card_neighborFinset_eq_degree, hG.regular]
  norm_num
```

The entry \((A^2)_{vw}=\sum_u A_{vu}A_{uw}\) counts the common neighbours of \(v\) and \(w\). There are three cases for \((A^2+A)_{vw}\):

- if \(v=w\), it is \(3+0=2+1\);
- if \(v\) and \(w\) are adjacent, it is \(0+1=1\);
- if they are distinct and nonadjacent, it is \(1+0=1\).

Together these give

\[
A^2+A=2\cdot 1+J .
\]

The proof first rewrites the entry as a count of common neighbours, then splits into the same cases, using one rule in each.

```lean
/-- Counting two-step walks: under the local rules `A² + A = 2 + J`, with `J` the all-ones
matrix. -/
theorem walk_identity (hG : LocalRules G) :
    G.adjMatrix ℝ * G.adjMatrix ℝ + G.adjMatrix ℝ
      = (2 : ℝ) • (1 : Matrix V V ℝ) + allOnes V := by
  ext v w
  -- entries of `A²` count common neighbours
  have hc : (G.adjMatrix ℝ * G.adjMatrix ℝ) v w
      = ∑ u, if G.Adj v u ∧ G.Adj w u then (1 : ℝ) else 0 := by
    rw [Matrix.mul_apply]
    refine Finset.sum_congr rfl fun u _ => ?_
    by_cases h1 : G.Adj v u <;> by_cases h2 : G.Adj w u <;>
      simp [SimpleGraph.adjMatrix_apply, h1, h2, G.adj_comm u w]
  rw [Matrix.add_apply, hc]
  by_cases hvw : v = w
  · subst hvw
    have h : ∑ u, (if G.Adj v u ∧ G.Adj v u then (1 : ℝ) else 0) = 3 := by
      rw [← row_sum hG v]
      refine Finset.sum_congr rfl fun u _ => ?_
      by_cases h : G.Adj v u <;> simp [SimpleGraph.adjMatrix_apply, h]
    rw [h]
    norm_num [allOnes]
  · by_cases ha : G.Adj v w
    · rw [Finset.sum_eq_zero]
      · simp [allOnes, hvw, ha]
      · exact fun u _ => if_neg (hG.adjacent v w ha u)
    · obtain ⟨c, ⟨h1, h2⟩, hu⟩ := hG.nonadjacent v w hvw ha
      rw [Finset.sum_eq_single c, if_pos (And.intro h1 h2)]
      · simp [allOnes, hvw, ha]
      · exact fun u _ hne => if_neg fun h => hne (hu u h)
      · exact fun h => absurd (Finset.mem_univ c) h
```

Now sum row \(v\) of this identity, with \(n\) the number of sites. Since

\[
\sum_w (A^2)_{vw}=\sum_u A_{vu}\sum_w A_{uw}=3\cdot 3=9,
\]

we get \(9+3=2+n\), so \(n=10\). A row must exist for this, which is where nonemptiness enters: the empty graph satisfies all three rules vacuously.

```lean
/-- A nonempty finite graph obeying the local rules has ten sites. -/
theorem card_eq_ten [Nonempty V] (hG : LocalRules G) : Fintype.card V = 10 := by
  obtain ⟨v⟩ := ‹Nonempty V›
  have h2 : ∑ w, (G.adjMatrix ℝ * G.adjMatrix ℝ) v w = 9 := by
    simp only [Matrix.mul_apply]
    rw [Finset.sum_comm]
    simp only [← Finset.mul_sum, row_sum hG]
    rw [← Finset.sum_mul, row_sum hG]
    norm_num
  -- sum row `v` of the walk identity
  have h : ∑ w, (G.adjMatrix ℝ * G.adjMatrix ℝ + G.adjMatrix ℝ) v w
      = ∑ w, ((2 : ℝ) • (1 : Matrix V V ℝ) + allOnes V) v w := by rw [walk_identity hG]
  have hr : ∑ w, ((2 : ℝ) • (1 : Matrix V V ℝ) + allOnes V) v w = 2 + Fintype.card V := by
    simp [Matrix.add_apply, Matrix.one_apply, allOnes, Finset.sum_add_distrib]
  simp only [Matrix.add_apply, Finset.sum_add_distrib] at h hr
  rw [h2, row_sum hG, hr] at h
  have h10 : (Fintype.card V : ℝ) = 10 := by linarith
  exact_mod_cast h10
```

## Three possible levels

The row sums also give \(AJ=3J\). Substituting \(J=A^2+A-2\cdot 1\) on both sides,

\[
A^3+A^2-2A=3A^2+3A-6\cdot 1,
\qquad\text{so}\qquad
A^3=2A^2+5A-6\cdot 1 .
\]

In the proof, `e` is the equation \(AJ=3J\), and the last line collects terms after the substitution.

```lean
/-- Under the local rules the adjacency matrix satisfies `A³ = 2A² + 5A - 6`. -/
theorem cubic_identity (hG : LocalRules G) :
    G.adjMatrix ℝ * G.adjMatrix ℝ * G.adjMatrix ℝ
      = (2 : ℝ) • (G.adjMatrix ℝ * G.adjMatrix ℝ) + (5 : ℝ) • G.adjMatrix ℝ
        - (6 : ℝ) • (1 : Matrix V V ℝ) := by
  have e : G.adjMatrix ℝ * allOnes V = (3 : ℝ) • allOnes V := by
    ext v w
    simp only [Matrix.mul_apply, allOnes, Matrix.of_apply, mul_one, Matrix.smul_apply,
      smul_eq_mul, row_sum hG]
  rw [← sub_eq_iff_eq_add'.2 (walk_identity hG)] at e
  simp only [mul_add, mul_sub, mul_smul_comm, mul_one, ← mul_assoc] at e
  linear_combination (norm := module) e
```

Because \(A\) is real and symmetric, it has an orthonormal basis of eigenvectors. Put these in the columns of \(U\), let \(W=U^{\mathsf T}\), and write \(x_i\) for the eigenvalues, often called \(\lambda_i\). Then \(UW=WU=1\) and \(A=U\,\mathrm{diag}(x)\,W\). The statement below records only that \(W\) is the inverse of \(U\), which is all that the later steps use. The index \(i\) runs over `V`, but here it labels eigenvectors, not positions.

```lean
/-- A real symmetric matrix is diagonalised by an invertible change of basis. -/
theorem exists_diagonalisation {A : Matrix V V ℝ} (hA : A.IsHermitian) :
    ∃ (U W : Matrix V V ℝ) (x : V → ℝ), U * W = 1 ∧ W * U = 1 ∧ A = U * diagonal x * W := by
  have h1 := Matrix.mem_unitaryGroup_iff.1 hA.eigenvectorUnitary.2
  have h2 := Matrix.mem_unitaryGroup_iff'.1 hA.eigenvectorUnitary.2
  have h3 : A * (hA.eigenvectorUnitary : Matrix V V ℝ)
      = (hA.eigenvectorUnitary : Matrix V V ℝ) * diagonal hA.eigenvalues := by
    ext i j
    have h := congrFun (hA.mulVec_eigenvectorBasis j) i
    rw [Matrix.mul_diagonal]
    simpa [Matrix.mul_apply, Matrix.mulVec, dotProduct,
      Matrix.IsHermitian.eigenvectorUnitary_apply, mul_comm] using h
  refine ⟨_, _, hA.eigenvalues, h1, h2, ?_⟩
  rw [← h3, mul_assoc, h1, mul_one]
```

A change of basis leaves the characteristic polynomial unchanged. For any real diagonal entries \(d_i\),

\[
\det(X-U\,\mathrm{diag}(d)\,W)=\det(X-\mathrm{diag}(d))=\prod_i(X-d_i).
\]

In Lean, `X` is the polynomial variable and `C` turns a real number into a constant polynomial.

```lean
/-- The characteristic polynomial of a diagonalised matrix is the product over its levels. -/
theorem charpoly_diagonalised {U W : Matrix V V ℝ} (hWU : W * U = 1) (d : V → ℝ) :
    (U * diagonal d * W).charpoly = ∏ i, (X - C (d i)) := by
  have hc : (U * diagonal d * W).charpoly = (diagonal d).charpoly := by
    rw [Matrix.charpoly_mul_comm, ← mul_assoc, hWU, one_mul]
  have hm : charmatrix (diagonal d) = diagonal fun i => X - C (d i) := by
    ext1 i j
    by_cases h : i = j
    · subst h; simp
    · simp [h]
  rw [hc, Matrix.charpoly, hm, Matrix.det_diagonal]
```

## Degeneracies from traces

In the eigenbasis, the cubic identity holds for each diagonal entry:

\[
x_i^3-2x_i^2-5x_i+6=(x_i-3)(x_i-1)(x_i+2)=0 .
\]

Each level is therefore 3, 1 or \(-2\). Let \(m_3,m_1,m_{-2}\) be the numbers of times they occur. The diagonal of \(A\) vanishes, so \(\operatorname{tr}A=0\), and the trace of the walk identity gives \(\operatorname{tr}A^2=2\cdot10+10=30\). Hence

\[
\begin{aligned}
m_3+m_1+m_{-2}&=10,\\
3m_3+m_1-2m_{-2}&=0,\\
9m_3+m_1+4m_{-2}&=30 .
\end{aligned}
\]

Subtracting the second equation from the third gives \(m_3+m_{-2}=5\), so the first gives \(m_1=5\). The second then reads \(3m_3-2m_{-2}=-5\), whence \(m_3=1\) and \(m_{-2}=4\).

In the proof, `hf` is the factorised cubic, `hx` is the resulting list of three possible values, `t1` and `t2` are the two traces, and `hs` groups a sum over levels by value. Applying `hs` to \(1\), \(y\) and \(y^2\) produces the three equations, which `linarith` solves.

```lean
/-- In any diagonalisation of the adjacency matrix of a nonempty graph obeying the local rules,
the levels are 3, 1 and -2, occurring once, five times and four times. -/
theorem level_counts [Nonempty V] (hG : LocalRules G) {U W : Matrix V V ℝ} {x : V → ℝ}
    (hUW : U * W = 1) (hWU : W * U = 1) (hA : G.adjMatrix ℝ = U * diagonal x * W) :
    (∀ i, x i = 3 ∨ x i = 1 ∨ x i = -2) ∧ (Finset.univ.filter fun i => x i = 3).card = 1 ∧
      (Finset.univ.filter fun i => x i = 1).card = 5 ∧
      (Finset.univ.filter fun i => x i = -2).card = 4 := by
  have hmul : ∀ M N : Matrix V V ℝ, W * M * U * (W * N * U) = W * (M * N) * U := fun M N => by
    calc _ = W * M * (U * W) * N * U := by noncomm_ring
      _ = _ := by rw [hUW, mul_one]; noncomm_ring
  have hD : W * G.adjMatrix ℝ * U = diagonal x := by
    calc _ = (W * U) * diagonal x * (W * U) := by rw [hA]; noncomm_ring
      _ = _ := by rw [hWU, one_mul, mul_one]
  -- by the cubic identity, each level is 3, 1 or -2
  have hx : ∀ i, x i = 3 ∨ x i = 1 ∨ x i = -2 := by
    intro i
    have h := congrArg (fun M => W * M * U) (cubic_identity hG)
    simp only [mul_add, mul_sub, add_mul, sub_mul, mul_smul_comm, smul_mul_assoc, mul_one,
      hWU] at h
    rw [← hmul (G.adjMatrix ℝ * G.adjMatrix ℝ), ← hmul (G.adjMatrix ℝ), hD] at h
    have hi := congrFun (congrFun h i) i
    simp only [diagonal_mul_diagonal, Matrix.sub_apply, Matrix.add_apply, Matrix.smul_apply,
      diagonal_apply_eq, Matrix.one_apply_eq, smul_eq_mul] at hi
    have hf : (x i - 3) * ((x i - 1) * (x i + 2)) = 0 := by linear_combination hi
    rcases mul_eq_zero.1 hf with h | h
    · left; linarith
    · rcases mul_eq_zero.1 h with h | h
      · right; left; linarith
      · right; right; linarith
  have tr : ∀ M : Matrix V V ℝ, (W * M * U).trace = M.trace := fun M => by
    rw [Matrix.trace_mul_comm, ← mul_assoc, hUW, one_mul]
  have hn : (Fintype.card V : ℝ) = 10 := by exact_mod_cast card_eq_ten hG
  have tA : (G.adjMatrix ℝ).trace = 0 := by simp [Matrix.trace]
  have t1 : ∑ i, x i = 0 := by
    rw [← Matrix.trace_diagonal, ← hD, tr, tA]
  have t2 : ∑ i, x i * x i = 30 := by
    have h := congrArg Matrix.trace (walk_identity hG)
    have hJ : (allOnes V).trace = Fintype.card V := by simp [Matrix.trace, allOnes]
    have hq : (G.adjMatrix ℝ * G.adjMatrix ℝ).trace = ∑ i, x i * x i := by
      rw [← tr (G.adjMatrix ℝ * G.adjMatrix ℝ), ← hmul, hD, diagonal_mul_diagonal,
        Matrix.trace_diagonal]
    rw [Matrix.trace_add, Matrix.trace_add, Matrix.trace_smul, Matrix.trace_one, hJ, tA, hq,
      hn, smul_eq_mul] at h
    linarith
  -- sums over levels in terms of the three multiplicities
  have hs : ∀ f : ℝ → ℝ, ∑ i, f (x i)
      = (Finset.univ.filter fun i => x i = 3).card * f 3
        + (Finset.univ.filter fun i => x i = 1).card * f 1
        + (Finset.univ.filter fun i => x i = -2).card * f (-2) := by
    intro f
    have h : ∀ i, f (x i) = (if x i = 3 then f 3 else 0) + (if x i = 1 then f 1 else 0)
        + (if x i = -2 then f (-2) else 0) := by
      intro i
      rcases hx i with h | h | h <;> rw [h] <;> norm_num
    rw [Finset.sum_congr rfl fun i _ => h i, Finset.sum_add_distrib, Finset.sum_add_distrib]
    simp only [← Finset.sum_filter, Finset.sum_const, nsmul_eq_mul]
  have s0 := hs fun _ => 1
  have s1 := hs fun y => y
  have s2 := hs fun y => y * y
  simp only [Finset.sum_const, Finset.card_univ, nsmul_eq_mul, mul_one, hn] at s0
  rw [t1] at s1
  rw [t2] at s2
  refine ⟨hx, ?_, ?_, ?_⟩ <;> rw [← Nat.cast_inj (R := ℝ)] <;> push_cast <;> linarith
```

## The Hückel levels

The same basis diagonalises \(H\), with entries \(\alpha+x_i\beta\). Grouping equal factors gives

\[
\det(X-H)=(X-\alpha-3\beta)(X-\alpha-\beta)^5(X-\alpha+2\beta)^4 .
\]

For \(\beta\neq0\) the energies \(\alpha+3\beta\), \(\alpha+\beta\) and \(\alpha-2\beta\) are distinct, with degeneracies 1, 5 and 4, not counting spin. With the usual negative \(\beta\), the nondegenerate level is the lowest. At \(\beta=0\) all ten levels coincide at \(\alpha\), and the formula still holds.

```lean
/-- On a nonempty graph obeying the local rules, the characteristic polynomial of the Hückel
Hamiltonian has the roots `α + 3β`, `α + β` and `α - 2β` with exponents 1, 5 and 4. -/
theorem huckel_charpoly [Nonempty V] (hG : LocalRules G) (α β : ℝ) :
    (huckel G α β).charpoly
      = (X - C (α + 3 * β)) * (X - C (α + β)) ^ 5 * (X - C (α - 2 * β)) ^ 4 := by
  have hH : (G.adjMatrix ℝ).IsHermitian := by
    ext i j
    simp [Matrix.conjTranspose_apply, SimpleGraph.adjMatrix_apply, SimpleGraph.adj_comm]
  obtain ⟨U, W, x, hUW, hWU, hA⟩ := exists_diagonalisation hH
  obtain ⟨hx, h3, h1, h2⟩ := level_counts hG hUW hWU hA
  have hd : diagonal (fun i => α + x i * β) = α • (1 : Matrix V V ℝ) + β • diagonal x := by
    ext i j
    by_cases h : i = j
    · subst h; simp [mul_comm]
    · simp [h]
  have hK : huckel G α β = U * diagonal (fun i => α + x i * β) * W := by
    rw [hd, huckel, hA]
    simp only [mul_add, add_mul, mul_smul_comm, smul_mul_assoc, mul_one, hUW]
  -- group the factors by level
  have hp : ∀ g : ℝ → ℝ[X], ∏ i, g (x i) = g 3 * g 1 ^ 5 * g (-2) ^ 4 := by
    intro g
    have h : ∀ i, g (x i) = (if x i = 3 then g 3 else 1) * (if x i = 1 then g 1 else 1)
        * (if x i = -2 then g (-2) else 1) := by
      intro i
      rcases hx i with h | h | h <;> rw [h] <;> norm_num
    rw [Finset.prod_congr rfl fun i _ => h i, Finset.prod_mul_distrib, Finset.prod_mul_distrib]
    simp only [← Finset.prod_filter, Finset.prod_const, h3, h1, h2, pow_one]
  have h := hp fun y => X - C (α + y * β)
  simp only [one_mul, neg_mul, ← sub_eq_add_neg] at h
  rw [hK, charpoly_diagonalised hWU, h]
```

Setting \(\alpha=0\) and \(\beta=1\) turns \(H\) into \(A\). The final theorem joins this case to the site count: for any nonempty finite `V` and any graph on it obeying `LocalRules`, both conclusions hold. It fixes the size and the spectrum, without identifying the graph up to relabelling.

```lean
/-- A finite nonempty graph obeying the local rules has ten sites and adjacency characteristic
polynomial `(X - 3)(X - 1)⁵(X + 2)⁴`. -/
theorem petersen_spectrum [Nonempty V] (hG : LocalRules G) :
    Fintype.card V = 10 ∧
      (G.adjMatrix ℝ).charpoly = (X - 3) * (X - 1) ^ 5 * (X + 2) ^ 4 := by
  refine ⟨card_eq_ten hG, ?_⟩
  have h := huckel_charpoly hG 0 1
  have c3 : (C (3 : ℝ) : ℝ[X]) = 3 := map_ofNat C 3
  have c2 : (C (2 : ℝ) : ℝ[X]) = 2 := map_ofNat C 2
  simpa only [huckel, zero_smul, one_smul, zero_add, zero_sub, mul_one, C_neg, C_1, c3, c2,
    sub_neg_eq_add] using h
```

## The Petersen graph obeys the rules

Label ten sites by a ring and a position modulo 5. On the outer ring, bonds join positions one step apart, forming a pentagon; on the inner ring, two steps apart, forming a pentagram. Five spokes join equal positions on the two rings.

```lean
/-- Bonds of an outer pentagon (`false`, step 1), an inner pentagram (`true`, step 2) and the
five spokes between them, each listed in at least one direction. -/
def bond (v w : Bool × Fin 5) : Bool :=
  if v.1 = w.1 then w.2 == v.2 + (if v.1 then 2 else 1) else v.2 == w.2
```

`SimpleGraph.fromRel` makes the listed bonds symmetric and excludes loops.

```lean
/-- The Petersen graph drawn as a pentagon joined by spokes to a pentagram. -/
def petersenGraph : SimpleGraph (Bool × Fin 5) :=
  SimpleGraph.fromRel fun v w => bond v w = true

instance : DecidableRel petersenGraph.Adj := fun v w =>
  inferInstanceAs (Decidable (v ≠ w ∧ (bond v w = true ∨ bond w v = true)))
```

Each rule is now a finite check over sites, and `decide` carries it out. The Petersen graph therefore satisfies the hypotheses of the theorem and has the stated spectrum.

```lean
/-- The Petersen graph obeys the local rules. -/
theorem localRules_witness : LocalRules petersenGraph where
  regular := by decide +kernel
  adjacent := by decide +kernel
  nonadjacent := by
    unfold ExistsUnique
    decide +kernel

end

end PetersenSpectrum
```

```lean
#print axioms PetersenSpectrum.petersen_spectrum
```

```
'PetersenSpectrum.petersen_spectrum' depends on axioms: [propext, Classical.choice, Quot.sound]
```
